# Coexistence at the mean-field Potts transition with one favoured colour

To locate the ordering transition in a mean-field calculation for the ferromagnetic $q$-state Potts model with $q>2$, one can compare the free energy of the disordered solution with that of an ordered one and look for the coupling at which they are equal. If the ordered states have one favoured colour and the others equivalent, then the balance occurs at

$$K_t=\frac{2(q-1)\log(q-1)}{q-2},$$

where $K=z\varepsilon/kT$ for sites with $z$ neighbours and an energy $-\varepsilon$ for each like-coloured neighbouring pair. The order parameter $m$ is linear in the fraction of sites with the favoured colour, and is $0$ when all colours are equally common and $1$ when only one is present. At $K_t$ it takes the values $0$ and $m_t=(q-2)/(q-1)$ in the two phases.

```lean
import Mathlib

open Real Set

namespace PottsMeanField

noncomputable section
```

## Free energy of the colour occupations

Let $p_i$ be the fraction of sites with colour $i$. If each like-coloured neighbouring pair has energy $-\varepsilon$, each unlike pair has energy zero and each site has $z$ neighbours, then $K=z\varepsilon/kT$, and the free energy per site in units of $kT$ is $\sum_i(p_i\log p_i-\tfrac K2p_i^2)$. This replaces the joint probability for neighbouring sites by a product of occupations. That replacement is assumed, so nothing here fixes the order of the transition on a lattice with short-range interactions.

```lean
/-- Mean-field free energy per site, in units of kT, of a `q`-state Potts model with colour
occupations `p` and coupling `K`. -/
def meanFieldFunctional {q : ℕ} (K : ℝ) (p : Fin q → ℝ) : ℝ :=
  ∑ i, (p i * log (p i) - K / 2 * p i ^ 2)
```

The favoured colour has occupation $x=(1+(q-1)m)/q$ and each other colour has $y=(1-m)/q$, so that $x+(q-1)y=1$. Colour `a` is favoured when $m>0$; for $m<0$ it is rarer than the others. Occupations not of this form, such as two equally favoured colours out of four, are left out.

```lean
/-- Occupations with order parameter `m`: colour `a` is favoured, the others are equivalent. -/
def profile {q : ℕ} (a : Fin q) (m : ℝ) (i : Fin q) : ℝ :=
  if i = a then (1 + ((q : ℝ) - 1) * m) / q else (1 - m) / q
```

On this line the free energy is

$$F_K(m)=x\log x+(q-1)y\log y-\tfrac K2\left(x^2+(q-1)y^2\right).$$

Here `q` is real; only integer values count colours. Lean's `log 0 = 0` gives the usual $0\log0=0$ at full order.

```lean
/-- The mean-field Potts free energy per site, in units of kT, with one colour singled out and the
others equivalent, as a function of the order parameter `m`, for real `q ≠ 0`. -/
def pottsFreeEnergy (q K m : ℝ) : ℝ :=
  (1 + (q - 1) * m) / q * log ((1 + (q - 1) * m) / q)
    + (q - 1) * ((1 - m) / q * log ((1 - m) / q))
    - K / 2 * (((1 + (q - 1) * m) / q) ^ 2 + (q - 1) * ((1 - m) / q) ^ 2)
```

The name `transitionCoupling` denotes only the formula for $K_t$; the later theorems justify it.

```lean
/-- The coupling `2(q-1)log(q-1)/(q-2)`, for `q > 2`. -/
def transitionCoupling (q : ℝ) : ℝ := 2 * (q - 1) * log (q - 1) / (q - 2)
```

The comparison system is a zero-field Ising magnet with magnetization $u$. Its coupling $J$ is dimensionless, already divided by $kT$:

$$I_J(u)=\tfrac{1+u}2\log\tfrac{1+u}2+\tfrac{1-u}2\log\tfrac{1-u}2-\tfrac J2u^2.$$

```lean
/-- Mean-field free energy of an Ising magnet in zero field, with magnetization `u` in `[-1,1]`
and coupling `J`. -/
def isingFreeEnergy (J u : ℝ) : ℝ :=
  (1 + u) / 2 * log ((1 + u) / 2) + (1 - u) / 2 * log ((1 - u) / 2) - J / 2 * u ^ 2
```

Inserting the occupations into the functional gives one term in $x$ and $q-1$ equal terms in $y$, which is $F_K(m)$. The proof splits off colour `a` from the sum in the same way.

```lean
/-- With one favoured colour, the mean-field functional is the Potts free energy of `m`. -/
theorem functional_profile {q : ℕ} (a : Fin q) (K m : ℝ) :
    meanFieldFunctional K (profile a m) = pottsFreeEnergy q K m := by
  unfold meanFieldFunctional
  rw [← Finset.add_sum_erase _ _ (Finset.mem_univ a)]
  have h : ∀ i ∈ Finset.univ.erase a,
      profile a m i * log (profile a m i) - K / 2 * profile a m i ^ 2
        = (1 - m) / q * log ((1 - m) / q) - K / 2 * ((1 - m) / q) ^ 2 := by
    intro i hi
    simp only [profile, if_neg (Finset.ne_of_mem_erase hi)]
  rw [Finset.sum_congr rfl h, Finset.sum_const, Finset.card_erase_of_mem (Finset.mem_univ a),
    Finset.card_univ, Fintype.card_fin, nsmul_eq_mul, Nat.cast_pred (Nat.zero_lt_of_lt a.isLt)]
  simp only [profile, ↓reduceIte, pottsFreeEnergy]
  ring
```

## The Ising minima

Let $g(u)=\log(1+u)-\log(1-u)$. Then $g(0)=0$, and $g'(u)=2/(1-u^2)$ increases on $(0,1)$, so $g$ is strictly convex on $[0,1)$. For $0<u<v<1$, writing $u=(u/v)v+(1-u/v)\,0$ gives $g(u)<(u/v)g(v)$, or $v\,g(u)<u\,g(v)$.

```lean
/-- For `0 < u < v < 1` the chord from the origin to the curve `log(1+u) - log(1-u)` is
steeper at `v` than at `u`. -/
theorem chord_lt {u v : ℝ} (hu : 0 < u) (huv : u < v) (hv : v < 1) :
    v * (log (1 + u) - log (1 - u)) < u * (log (1 + v) - log (1 - v)) := by
  have hv0 : 0 < v := hu.trans huv
  have hd : ∀ t ∈ Ico (0 : ℝ) 1, HasDerivAt (fun s : ℝ => log (1 + s) - log (1 - s))
      (2 / ((1 + t) * (1 - t))) t := by
    intro t ht
    have hp : 1 + t ≠ 0 := by linarith [ht.1]
    have hm : 1 - t ≠ 0 := by linarith [ht.2]
    have h1 : HasDerivAt (fun s : ℝ => 1 + s) 1 t := (hasDerivAt_id' t).const_add 1
    have h2 : HasDerivAt (fun s : ℝ => 1 - s) (-1) t := (hasDerivAt_id' t).const_sub 1
    refine ((h1.log hp).fun_sub (h2.log hm)).congr_deriv ?_
    rw [div_sub_div _ _ hp hm]
    congr 1
    ring
  -- the slope increases, so the curve is strictly convex
  have hc : StrictConvexOn ℝ (Ico (0 : ℝ) 1) (fun s : ℝ => log (1 + s) - log (1 - s)) := by
    refine StrictMonoOn.strictConvexOn_of_deriv (convex_Ico 0 1)
      (fun t ht => (hd t ht).continuousAt.continuousWithinAt) ?_
    rw [interior_Ico]
    intro a ha b hb hab
    rw [(hd a ⟨ha.1.le, ha.2⟩).deriv, (hd b ⟨hb.1.le, hb.2⟩).deriv]
    have pa : 0 < (1 + a) * (1 - a) := mul_pos (by linarith [ha.1]) (by linarith [ha.2])
    have pb : 0 < (1 + b) * (1 - b) := mul_pos (by linarith [hb.1]) (by linarith [hb.2])
    rw [div_lt_div_iff₀ pa pb]
    nlinarith [ha.1, hb.1]
  have z : (0 : ℝ) ∈ Ico (0 : ℝ) 1 := ⟨le_rfl, one_pos⟩
  have w : v ∈ Ico (0 : ℝ) 1 := ⟨hv0.le, hv⟩
  have h := hc.2 z w hv0.ne (sub_pos.2 ((div_lt_one hv0).2 huv)) (div_pos hu hv0)
    (sub_add_cancel 1 (u / v))
  simp only [smul_eq_mul, mul_zero, zero_add, div_mul_cancel₀ _ hv0.ne', add_zero, sub_zero,
    log_one] at h
  calc v * (log (1 + u) - log (1 - u))
      < v * (u / v * (log (1 + v) - log (1 - v))) := mul_lt_mul_of_pos_left h hv0
    _ = u * (log (1 + v) - log (1 - v)) := by field_simp
```

Differentiating $I_J$, the constants $+\tfrac12$ and $-\tfrac12$ from the two entropy terms cancel, leaving $I_J'(u)=\tfrac12g(u)-Ju$ for $-1<u<1$.

```lean
/-- For `-1 < u < 1` the slope of the Ising free energy is `(log(1+u) - log(1-u))/2 - J u`. -/
theorem ising_hasDerivAt (J : ℝ) {u : ℝ} (h₁ : -1 < u) (h₂ : u < 1) :
    HasDerivAt (isingFreeEnergy J) ((log (1 + u) - log (1 - u)) / 2 - J * u) u := by
  have hp : 1 + u ≠ 0 := by linarith
  have hm : 1 - u ≠ 0 := by linarith
  have a1 : HasDerivAt (fun s : ℝ => (1 + s) / 2) (1 / 2) u :=
    ((hasDerivAt_id' u).const_add 1).div_const 2
  have a2 : HasDerivAt (fun s : ℝ => (1 - s) / 2) (-1 / 2) u :=
    ((hasDerivAt_id' u).const_sub 1).div_const 2
  have e1 : HasDerivAt (fun s : ℝ => (1 + s) / 2 * log ((1 + s) / 2))
      (1 / 2 * log ((1 + u) / 2) + (1 + u) / 2 * (1 / 2 / ((1 + u) / 2))) u :=
    a1.fun_mul (a1.log (div_ne_zero hp two_ne_zero))
  have e2 : HasDerivAt (fun s : ℝ => (1 - s) / 2 * log ((1 - s) / 2))
      (-1 / 2 * log ((1 - u) / 2) + (1 - u) / 2 * (-1 / 2 / ((1 - u) / 2))) u :=
    a2.fun_mul (a2.log (div_ne_zero hm two_ne_zero))
  have e3 : HasDerivAt (fun s : ℝ => J / 2 * s ^ 2) (J / 2 * (1 * u + u * 1)) u := by
    simpa only [pow_two] using
      ((hasDerivAt_id' u).fun_mul (hasDerivAt_id' u)).const_mul (J / 2)
  have k1 : (1 + u) / 2 * (1 / 2 / ((1 + u) / 2)) = 1 / 2 := by field_simp
  have k2 : (1 - u) / 2 * (-1 / 2 / ((1 - u) / 2)) = -1 / 2 := by field_simp
  rw [k1] at e1
  rw [k2] at e2
  have e : HasDerivAt (isingFreeEnergy J) _ u := (e1.fun_add e2).fun_sub e3
  refine e.congr_deriv ?_
  rw [log_div hp two_ne_zero, log_div hm two_ne_zero]
  ring
```

Reversing $u$ exchanges the two entropy terms and leaves $u^2$ alone.

```lean
/-- The Ising free energy is unchanged when the magnetization is reversed. -/
theorem ising_even (J u : ℝ) : isingFreeEnergy J (-u) = isingFreeEnergy J u := by
  simp only [isingFreeEnergy, sub_neg_eq_add, ← sub_eq_add_neg, neg_sq]
  ring
```

Suppose $0<u_0<1$ and $g(u_0)=2Ju_0$, equivalently $u_0=\tanh(Ju_0)$. The chord inequality gives $g(t)<2Jt$ for $0<t<u_0$ and $g(t)>2Jt$ for $u_0<t<1$. Hence $I_J$ falls strictly on $[0,u_0]$ and rises strictly on $[u_0,1]$, continuity supplying the endpoints. By evenness, the minima on $[-1,1]$ are exactly $\pm u_0$. The proof works with $|u|$ and treats the two intervals separately.

```lean
/-- If `0 < u₀ < 1` solves the self-consistency equation, then every `u` in `[-1,1]` other than
`u₀` and `-u₀` has a strictly higher Ising free energy than `u₀`. -/
theorem ising_min {J u₀ u : ℝ} (h0 : 0 < u₀) (h1 : u₀ < 1)
    (hJ : log (1 + u₀) - log (1 - u₀) = 2 * J * u₀) (hu : |u| ≤ 1) (hne : |u| ≠ u₀) :
    isingFreeEnergy J u₀ < isingFreeEnergy J u := by
  have habs : isingFreeEnergy J |u| = isingFreeEnergy J u := by
    rcases le_total 0 u with h | h
    · rw [abs_of_nonneg h]
    · rw [abs_of_nonpos h, ising_even]
  have c1 : Continuous (fun s : ℝ => (1 + s) / 2 * log ((1 + s) / 2)) :=
    continuous_mul_log.comp (by fun_prop : Continuous fun s : ℝ => (1 + s) / 2)
  have c2 : Continuous (fun s : ℝ => (1 - s) / 2 * log ((1 - s) / 2)) :=
    continuous_mul_log.comp (by fun_prop : Continuous fun s : ℝ => (1 - s) / 2)
  have hc : Continuous (isingFreeEnergy J) :=
    (c1.add c2).sub (by fun_prop : Continuous fun s : ℝ => J / 2 * s ^ 2)
  rw [← habs]
  rcases lt_or_gt_of_ne hne with h | h
  · -- downhill between 0 and u₀
    have anti : StrictAntiOn (isingFreeEnergy J) (Icc 0 u₀) := by
      refine strictAntiOn_of_deriv_neg (convex_Icc _ _) hc.continuousOn fun t ht => ?_
      rw [interior_Icc] at ht
      rw [(ising_hasDerivAt J (by linarith [ht.1]) (ht.2.trans h1)).deriv]
      have c := chord_lt ht.1 ht.2 h1
      rw [hJ] at c
      have := lt_of_mul_lt_mul_left
        (by linarith : u₀ * (log (1 + t) - log (1 - t)) < u₀ * (2 * J * t)) h0.le
      linarith
    exact anti ⟨abs_nonneg u, h.le⟩ ⟨h0.le, le_rfl⟩ h
  · -- uphill between u₀ and 1
    have mono : StrictMonoOn (isingFreeEnergy J) (Icc u₀ 1) := by
      refine strictMonoOn_of_deriv_pos (convex_Icc _ _) hc.continuousOn fun t ht => ?_
      rw [interior_Icc] at ht
      rw [(ising_hasDerivAt J (by linarith [ht.1]) ht.2).deriv]
      have c := chord_lt h0 ht.1 ht.2
      rw [hJ] at c
      have := lt_of_mul_lt_mul_left
        (by linarith : u₀ * (2 * J * t) < u₀ * (log (1 + t) - log (1 - t))) h0.le
      linarith
    exact mono ⟨le_rfl, h1.le⟩ ⟨h.le, hu⟩ h
```

## From Potts to Ising

Let $u=x-(q-1)y=(2(q-1)m-(q-2))/q$ and $L=\log(q-1)$. Then $x=(1+u)/2$ and $(q-1)y=(1-u)/2$, so

$$(q-1)y\log y=\tfrac{1-u}2\log\tfrac{1-u}2-\tfrac{1-u}2L,$$

$$\tfrac{K_t}2\left(x^2+(q-1)y^2\right)=\frac{qL(1+u^2)}{4(q-2)}+\frac{uL}2.$$

Both right-hand sides contain the linear term $+uL/2$, which cancels on subtraction. With $J=qL/(2(q-2))$,

$$F_{K_t}(m)=I_J(u)-\frac L2-\frac{qL}{4(q-2)}.$$

In the proof, `ent` is the entropy identity and `key` collects the remaining algebra.

```lean
/-- For `q > 2`, the Potts free energy at the transition coupling is an Ising free energy in
zero field, up to a constant and a linear change of order parameter. -/
theorem potts_eq_ising {q : ℝ} (hq : 2 < q) (m : ℝ) :
    pottsFreeEnergy q (transitionCoupling q) m
      = isingFreeEnergy (q * log (q - 1) / (2 * (q - 2))) ((2 * (q - 1) * m - (q - 2)) / q)
        - (log (q - 1) / 2 + q * log (q - 1) / (4 * (q - 2))) := by
  have q0 : q ≠ 0 := by linarith
  have q1 : q - 1 ≠ 0 := by linarith
  have q2 : q - 2 ≠ 0 := by linarith
  obtain ⟨u, hu⟩ : ∃ u, u = (2 * (q - 1) * m - (q - 2)) / q := ⟨_, rfl⟩
  have ex : (1 + (q - 1) * m) / q = (1 + u) / 2 := by
    rw [hu]
    field_simp
    ring
  have ey : (1 - m) / q = (1 - u) / 2 / (q - 1) := by
    rw [hu]
    field_simp
    ring
  have ent : ∀ w : ℝ, (q - 1) * (w / (q - 1) * log (w / (q - 1)))
      = w * log w - w * log (q - 1) := by
    intro w
    rcases eq_or_ne w 0 with h | h
    · simp [h]
    · rw [log_div h q1]
      field_simp
  -- the terms linear in u cancel exactly at this coupling
  have key : ∀ L : ℝ, 2 * (q - 1) * L / (q - 2) / 2
        * (((1 + u) / 2) ^ 2 + (q - 1) * ((1 - u) / 2 / (q - 1)) ^ 2) + (1 - u) / 2 * L
      = q * L / (2 * (q - 2)) / 2 * u ^ 2 + (L / 2 + q * L / (4 * (q - 2))) := by
    intro L
    field_simp
    ring
  rw [← hu]
  unfold pottsFreeEnergy isingFreeEnergy transitionCoupling
  rw [ex, ey, ent]
  linear_combination -key (log (q - 1))
```

Put $u_0=(q-2)/q$. Then $(1+u_0)/(1-u_0)=q-1$, so $g(u_0)=L=2Ju_0$, as self-consistency requires. The values $u=-u_0$ and $u=u_0$ correspond to $m=0$ and $m=m_t$. Nonnegative occupations mean $|u|\le1$, so the Ising result applies to all of $-1/(q-1)\le m\le1$, including negative $m$.

```lean
/-- For `q > 2` at the transition coupling, no `m` with nonnegative occupations lies below
`m = 0`, and only `m = 0` and `m = (q-2)/(q-1)` lie level with it. -/
theorem potts_gap {q m : ℝ} (hq : 2 < q) (hx : 0 ≤ 1 + (q - 1) * m) (hy : m ≤ 1) :
    pottsFreeEnergy q (transitionCoupling q) 0 ≤ pottsFreeEnergy q (transitionCoupling q) m ∧
    (pottsFreeEnergy q (transitionCoupling q) m = pottsFreeEnergy q (transitionCoupling q) 0
      ↔ m = 0 ∨ m = (q - 2) / (q - 1)) := by
  have q0 : 0 < q := by linarith
  have q1 : 0 < q - 1 := by linarith
  have q2 : 0 < q - 2 := by linarith
  have u0 : 0 < (q - 2) / q := div_pos q2 q0
  have u1 : (q - 2) / q < 1 := (div_lt_one q0).2 (by linarith)
  have e0 := potts_eq_ising hq 0
  rw [show (2 * (q - 1) * 0 - (q - 2)) / q = -((q - 2) / q) by ring, ising_even] at e0
  have e1 := potts_eq_ising hq ((q - 2) / (q - 1))
  have c : (q - 1) * ((q - 2) / (q - 1)) = q - 2 := by field_simp
  rw [show (2 * (q - 1) * ((q - 2) / (q - 1)) - (q - 2)) / q = (q - 2) / q by
    rw [mul_assoc, c]; ring] at e1
  have hJ : log (1 + (q - 2) / q) - log (1 - (q - 2) / q)
      = 2 * (q * log (q - 1) / (2 * (q - 2))) * ((q - 2) / q) := by
    have r : 1 + (q - 2) / q = (q - 1) * (1 - (q - 2) / q) := by
      field_simp
      ring
    have s : 2 * (q * log (q - 1) / (2 * (q - 2))) * ((q - 2) / q) = log (q - 1) := by
      field_simp
    rw [s, r, log_mul q1.ne' (sub_pos.2 u1).ne']
    ring
  have strict : m ≠ 0 → m ≠ (q - 2) / (q - 1) →
      pottsFreeEnergy q (transitionCoupling q) 0
        < pottsFreeEnergy q (transitionCoupling q) m := by
    intro h0 h1
    rw [e0, potts_eq_ising hq m]
    refine sub_lt_sub_right (ising_min u0 u1 hJ (abs_le.2 ⟨?_, ?_⟩) fun h => ?_) _
    · rw [le_div_iff₀ q0]
      linarith
    · rw [div_le_iff₀ q0]
      nlinarith
    · rcases (abs_eq u0.le).1 h with h | h
      · rw [div_left_inj' q0.ne'] at h
        exact h1 ((eq_div_iff q1.ne').2 (by linarith))
      · rw [← neg_div, div_left_inj' q0.ne'] at h
        have z : (q - 1) * m = 0 := by linarith
        exact h0 ((mul_eq_zero.1 z).resolve_left q1.ne')
  by_cases h0 : m = 0
  · simp [h0]
  by_cases h1 : m = (q - 2) / (q - 1)
  · have e : pottsFreeEnergy q (transitionCoupling q) m
        = pottsFreeEnergy q (transitionCoupling q) 0 := by rw [h1, e1, e0]
    exact ⟨e.ge, fun _ => Or.inr h1, fun _ => e⟩
  · exact ⟨(strict h0 h1).le, fun e => absurd e (strict h0 h1).ne',
      fun h => absurd h (not_or.2 ⟨h0, h1⟩)⟩
```

Restricted to $0\le m\le1$, this says that the set of minimizers is exactly $\{0,m_t\}$, for every real $q>2$ and so for every integer $q\ge3$.

```lean
/-- For every real `q > 2`, the minimizers on `[0,1]` of the Potts free energy at the transition
coupling are exactly `m = 0` and `m = (q-2)/(q-1)`. -/
theorem potts_minimizers {q : ℝ} (hq : 2 < q) :
    {m | m ∈ Icc (0 : ℝ) 1 ∧ ∀ m' ∈ Icc (0 : ℝ) 1,
      pottsFreeEnergy q (transitionCoupling q) m ≤ pottsFreeEnergy q (transitionCoupling q) m'}
      = {0, (q - 2) / (q - 1)} := by
  have q1 : 0 < q - 1 := by linarith
  have hx : ∀ m ∈ Icc (0 : ℝ) 1, 0 ≤ 1 + (q - 1) * m := fun m hm => by
    linarith [mul_nonneg q1.le hm.1]
  ext m
  simp only [Set.mem_ofPred_eq, mem_insert_iff, mem_singleton_iff]
  constructor
  · rintro ⟨hm, h⟩
    have g := potts_gap hq (hx m hm) hm.2
    exact g.2.1 (le_antisymm (h 0 ⟨le_rfl, zero_le_one⟩) g.1)
  · intro h
    have hm : m ∈ Icc (0 : ℝ) 1 := by
      rcases h with h | h
      · rw [h]
        exact ⟨le_rfl, zero_le_one⟩
      · rw [h]
        exact ⟨div_nonneg (by linarith) q1.le, (div_le_one q1).2 (by linarith)⟩
    refine ⟨hm, fun m' hm' => ?_⟩
    rw [(potts_gap hq (hx m hm) hm.2).2.2 h]
    exact (potts_gap hq (hx m' hm') hm'.2).1
```

## The jump in the order parameter

Since $x^2+(q-1)y^2=(1+(q-1)m^2)/q$, changing the coupling adds only a quadratic term:

$$F_K(m)=F_{K_t}(m)-\frac{K-K_t}{2q}\left(1+(q-1)m^2\right).$$

For $K<K_t$ and $0<m\le1$,

$$F_K(m)-F_K(0)\ge\frac{(K_t-K)(q-1)}{2q}m^2>0,$$

so $m=0$ is the only minimizer on $[0,1]$. For $K>K_t$ and $0\le m<m_t$,

$$F_K(m)-F_K(m_t)\ge\frac{(K-K_t)(q-1)}{2q}(m_t^2-m^2)>0,$$

so any minimizer on $[0,1]$ has $m\ge m_t$. In the proof, `shift` is the change of coupling and `quad` compares the quadratic terms.

```lean
/-- For `q > 2` and `m` in `[0,1]`: below the transition coupling every `m ≠ 0` lies strictly
above `m = 0`; above it every `m < (q-2)/(q-1)` lies strictly above `m = (q-2)/(q-1)`. -/
theorem potts_jump {q K m : ℝ} (hq : 2 < q) (hm : m ∈ Icc (0 : ℝ) 1) :
    (K < transitionCoupling q → m ≠ 0 → pottsFreeEnergy q K 0 < pottsFreeEnergy q K m) ∧
    (transitionCoupling q < K → m < (q - 2) / (q - 1) →
      pottsFreeEnergy q K ((q - 2) / (q - 1)) < pottsFreeEnergy q K m) := by
  have q0 : 0 < q := by linarith
  have q1 : 0 < q - 1 := by linarith
  -- changing the coupling only adds a term quadratic in the order parameter
  have shift : ∀ t : ℝ, pottsFreeEnergy q K t = pottsFreeEnergy q (transitionCoupling q) t
      - (K - transitionCoupling q) / 2 * ((1 + (q - 1) * t ^ 2) / q) := by
    intro t
    have s : ((1 + (q - 1) * t) / q) ^ 2 + (q - 1) * ((1 - t) / q) ^ 2
        = (1 + (q - 1) * t ^ 2) / q := by
      field_simp
      ring
    unfold pottsFreeEnergy
    linear_combination (-(K - transitionCoupling q) / 2) * s
  have quad : ∀ s t : ℝ, s ^ 2 < t ^ 2 →
      (1 + (q - 1) * s ^ 2) / q < (1 + (q - 1) * t ^ 2) / q := fun s t h =>
    div_lt_div_of_pos_right (by linarith [mul_lt_mul_of_pos_left h q1]) q0
  have g := (potts_gap hq (by linarith [mul_nonneg q1.le hm.1]) hm.2).1
  constructor
  · intro hK h0
    have r := quad 0 m (by simpa using pow_pos (lt_of_le_of_ne hm.1 h0.symm) 2)
    rw [shift 0, shift m]
    nlinarith [mul_pos (sub_pos.2 hK) (sub_pos.2 r)]
  · intro hK h1
    have p : 0 ≤ (q - 2) / (q - 1) := div_nonneg (by linarith) q1.le
    have e := (potts_gap hq (by linarith [mul_nonneg q1.le p])
      ((div_le_one q1).2 (by linarith))).2.2 (Or.inr rfl)
    have r := quad m ((q - 2) / (q - 1)) (by nlinarith [hm.1])
    rw [shift ((q - 2) / (q - 1)), shift m, e]
    nlinarith [mul_pos (sub_pos.2 hK) (sub_pos.2 r)]

end

end PottsMeanField
```

```lean
#print axioms PottsMeanField.functional_profile
#print axioms PottsMeanField.potts_minimizers
#print axioms PottsMeanField.potts_jump
```

```
'PottsMeanField.functional_profile' depends on axioms: [propext, Classical.choice, Quot.sound]
'PottsMeanField.potts_minimizers' depends on axioms: [propext, Classical.choice, Quot.sound]
'PottsMeanField.potts_jump' depends on axioms: [propext, Classical.choice, Quot.sound]
```
